# For a Hermitian change D of an idempotent density matrix P, the occupation bounds on P + D hold exactly when QDQ − PDP − D² is positive semidefinite, where Q = 1 − P

I take a Slater determinant with one-particle density matrix \(P\), switch on a weak static field, and add the first-order response \(D\) to \(P\). The response couples only occupied with virtual orbitals, so the trace is unchanged. Yet when I diagonalise \(P+D\), one occupation number lies slightly above 1 and another slightly below 0. A weaker field makes the violation smaller but never removes it. Is my response code wrong, or must this happen? And what does a change \(D\) have to look like if the occupations are to stay between 0 and 1?

## Why a pure occupied–virtual change always breaks the bounds

It must happen, for every nonzero \(D\) of that kind. Work in a finite orthonormal spin-orbital basis, with \(P=P^\dagger=P^2\), \(Q=1-P\) and \(D=D^\dagger\). Write \(\gamma=P+D\) for the changed density matrix and \(A\ge 0\) for "\(A\) is positive semidefinite". The bounds are \(\gamma\ge 0\) and \(1-\gamma=Q-D\ge 0\).

**One matrix for both bounds.** Since \(P^2=P\),
\[
\gamma-\gamma^2=D-PD-DP-D^2 .
\]
Also \(QDQ=D-PD-DP+PDP\), so
\[
\gamma-\gamma^2=QDQ-PDP-D^2 .
\]
Call this matrix the defect. If both bounds hold, it is positive semidefinite, because
\[
\gamma-\gamma^2=\gamma(1-\gamma)\gamma+(1-\gamma)\gamma(1-\gamma)
\]
and both terms on the right are. Conversely, if \(\gamma-\gamma^2\ge 0\), both bounds follow from
\[
\gamma=(\gamma-\gamma^2)+\gamma^2,\qquad 1-\gamma=(\gamma-\gamma^2)+(1-\gamma)^2,
\]
since squares of Hermitian matrices are positive semidefinite.

**Signs of the blocks.** Call \(D\) admissible if both bounds hold. The defect is then positive semidefinite, and it stays so when multiplied on both sides by \(Q\), or on both sides by \(P\). With \(PQ=QP=0\) this gives
\[
QDQ-QD^2Q\ge 0,\qquad -PDP-PD^2P\ge 0 .
\]
Adding back \(QD^2Q\ge 0\) and \(PD^2P\ge 0\) yields \(QDQ\ge 0\) and \(-PDP\ge 0\): an admissible change can only fill virtual orbitals and empty occupied ones.

**Your response matrix.** A change with only occupied–virtual blocks satisfies \(PD+DP=D\), which is idempotency to first order. Its defect is \(-D^2\). If the bounds held, then \(-\operatorname{tr}D^2\ge 0\), hence \(\operatorname{tr}D^2=0\) and \(D=0\). Scaling the field does not help, because a scaled \(D\) obeys the same condition.

**The size of an admissible change.** If \(\operatorname{tr}D=0\), so that the particle number is kept, then \(\operatorname{tr}PDP=\operatorname{tr}PD=-\operatorname{tr}QD=-\operatorname{tr}QDQ\). The trace of the defect is therefore \(2\operatorname{tr}QDQ-\operatorname{tr}D^2\). For an admissible change it is nonnegative, so
\[
\operatorname{tr}D^2\le 2\operatorname{tr}QDQ .
\]
The squared distance from \(P\) is at most twice the population promoted to the virtual space.

**A single spin orbital.** Here \(D\) is a real number \(d\). For \(P=0\) the defect is \(d-d^2\), which is nonnegative exactly for \(0\le d\le 1\). For \(P=1\) it is \(-d-d^2\), nonnegative exactly for \(-1\le d\le 0\). An empty orbital can only gain and a filled one can only lose.

## What the theorems say about P and D

The finite type `n` labels the spin orbitals, and `P` and `D` are complex matrices over it. The hypotheses `hPh` and `hP` say that `P` is Hermitian and idempotent, as for a single determinant; `hD` says that `D` is Hermitian. The matrix \(Q\) is written out as `1 - P`, so \(Q-D\) appears as `1 - P - D`.

`admissible_change` contains the equivalence and, under the occupation bounds, the signs of the two blocks. It does not ask for \(\operatorname{tr}D=0\), so the particle number may change. `distance_le_promotion` adds that condition as `ht`. Its inequality is between complex numbers, where `≤` means equal imaginary parts and ordered real parts; both traces are real here. `tangent_change_eq_zero` takes first-order idempotency as `hT`.

No Hamiltonian enters, and `hT` is assumed, not derived from a response equation. The theorems are stated for an orthonormal basis; in a non-orthogonal one the overlap matrix would enter the formulas, unless the basis is orthonormalised first. For a response calculation in a finite orthonormal basis, the result tests whether \(P+D\) has allowed occupations, but not whether it is a good approximation to the density matrix sought. The starting matrix \(P\) must be idempotent. An average of two different idempotent density matrices is not. The average still obeys the occupation bounds, but if a Hermitian change is then added to it, the condition to check is \(\gamma-\gamma^2\ge 0\) for the resulting matrix \(\gamma\) itself, as in `occupation_bounds_iff`.

```lean
import Mathlib

open Matrix
open scoped ComplexOrder

namespace DensityMatrixDefect

variable {n : Type*} [Fintype n] [DecidableEq n]

/-- The matrix `QDQ - PDP - D²`, called the defect, for square matrices `P` and `D`, with
`Q = 1 - P`. -/
def defect (P D : Matrix n n ℂ) : Matrix n n ℂ :=
  (1 - P) * D * (1 - P) - P * D * P - D * D

/-- For idempotent `P`, the defect equals `γ - γ²` for the changed density matrix
`γ = P + D`. -/
theorem defect_eq {P : Matrix n n ℂ} (hP : P * P = P) (D : Matrix n n ℂ) :
    defect P D = (P + D) - (P + D) * (P + D) := by
  unfold defect
  linear_combination (norm := noncomm_ring) hP

omit [DecidableEq n] in
/-- A positive semidefinite matrix stays so when multiplied on both sides by the same
Hermitian matrix. -/
theorem sandwich {A B : Matrix n n ℂ} (hA : A.PosSemidef) (hB : B.IsHermitian) :
    (B * A * B).PosSemidef := by
  have h := hA.conjTranspose_mul_mul_same B
  rwa [hB.eq] at h

omit [DecidableEq n] in
/-- The square of a Hermitian matrix is positive semidefinite. -/
theorem square_posSemidef {B : Matrix n n ℂ} (hB : B.IsHermitian) :
    (B * B).PosSemidef := by
  have h := posSemidef_conjTranspose_mul_self B
  rwa [hB.eq] at h

/-- A Hermitian matrix `γ` satisfies `0 ≤ γ ≤ 1` if and only if `γ - γ²` is positive
semidefinite. -/
theorem occupation_bounds_iff {γ : Matrix n n ℂ} (hγ : γ.IsHermitian) :
    (γ.PosSemidef ∧ (1 - γ).PosSemidef) ↔ (γ - γ * γ).PosSemidef := by
  have hη : (1 - γ).IsHermitian := Matrix.isHermitian_one.sub hγ
  constructor
  · rintro ⟨h0, h1⟩
    -- insert 1 = γ + (1 - γ) into γ(1 - γ)
    have e : γ - γ * γ = γ * (1 - γ) * γ + (1 - γ) * γ * (1 - γ) := by noncomm_ring
    rw [e]
    exact (sandwich h1 hγ).add (sandwich h0 hη)
  · intro h
    -- γ and 1 - γ each differ from γ - γ² by a square
    have e0 : γ = (γ - γ * γ) + γ * γ := by noncomm_ring
    have e1 : 1 - γ = (γ - γ * γ) + (1 - γ) * (1 - γ) := by noncomm_ring
    constructor
    · have h0 := h.add (square_posSemidef hγ)
      rwa [← e0] at h0
    · have h1 := h.add (square_posSemidef hη)
      rwa [← e1] at h1

/-- Let `P` be a Hermitian idempotent. If the defect is positive semidefinite, then
`QDQ ≥ QD²Q` and `-PDP ≥ PD²P`, where `Q = 1 - P`. -/
theorem block_bounds {P D : Matrix n n ℂ} (hPh : P.IsHermitian) (hP : P * P = P)
    (h : (defect P D).PosSemidef) :
    ((1 - P) * D * (1 - P) - (1 - P) * (D * D) * (1 - P)).PosSemidef ∧
      (-(P * D * P) - P * (D * D) * P).PosSemidef := by
  have hPQ : P * (1 - P) = 0 := by rw [mul_sub, mul_one, hP, sub_self]
  have hQP : (1 - P) * P = 0 := by rw [sub_mul, one_mul, hP, sub_self]
  have hQ : (1 - P) * (1 - P) = 1 - P := by rw [mul_sub, mul_one, hQP, sub_zero]
  -- compress the defect to the virtual and to the occupied space
  have eQ : (1 - P) * defect P D * (1 - P)
      = (1 - P) * D * (1 - P) - (1 - P) * (D * D) * (1 - P) := by
    calc (1 - P) * defect P D * (1 - P)
        = ((1 - P) * (1 - P)) * D * ((1 - P) * (1 - P))
          - ((1 - P) * P) * D * (P * (1 - P)) - (1 - P) * (D * D) * (1 - P) := by
          unfold defect
          noncomm_ring
      _ = _ := by
          rw [hQ, hQP]
          simp only [zero_mul, sub_zero]
  have eP : P * defect P D * P = -(P * D * P) - P * (D * D) * P := by
    calc P * defect P D * P
        = (P * (1 - P)) * D * ((1 - P) * P) - (P * P) * D * (P * P)
          - P * (D * D) * P := by
          unfold defect
          noncomm_ring
      _ = _ := by
          rw [hPQ, hP]
          simp only [zero_mul, zero_sub]
  rw [← eQ, ← eP]
  exact ⟨sandwich h (Matrix.isHermitian_one.sub hPh), sandwich h hPh⟩

/-- Let `P` be a Hermitian idempotent, `Q = 1 - P` and `D` Hermitian. Then `P + D` and
`Q - D` are both positive semidefinite if and only if `QDQ - PDP - D²` is, and in that case
`QDQ` and `-PDP` are positive semidefinite. -/
theorem admissible_change {P D : Matrix n n ℂ} (hPh : P.IsHermitian) (hP : P * P = P)
    (hD : D.IsHermitian) :
    (((P + D).PosSemidef ∧ (1 - P - D).PosSemidef) ↔ (defect P D).PosSemidef) ∧
      ((P + D).PosSemidef ∧ (1 - P - D).PosSemidef →
        ((1 - P) * D * (1 - P)).PosSemidef ∧ (-(P * D * P)).PosSemidef) := by
  have key : ((P + D).PosSemidef ∧ (1 - P - D).PosSemidef) ↔ (defect P D).PosSemidef := by
    rw [sub_sub, defect_eq hP]
    exact occupation_bounds_iff (hPh.add hD)
  refine ⟨key, fun h => ?_⟩
  obtain ⟨hv, ho⟩ := block_bounds hPh hP (key.mp h)
  -- add back the positive compressions of D²
  have h1 := hv.add (sandwich (square_posSemidef hD) (Matrix.isHermitian_one.sub hPh))
  have h2 := ho.add (sandwich (square_posSemidef hD) hPh)
  rw [sub_add_cancel] at h1 h2
  exact ⟨h1, h2⟩

/-- Let `P` be a Hermitian idempotent and `D` a traceless Hermitian change for which `P + D`
and `1 - P - D` are positive semidefinite. Then `tr D² ≤ 2 tr QDQ` with `Q = 1 - P`. -/
theorem distance_le_promotion {P D : Matrix n n ℂ} (hPh : P.IsHermitian) (hP : P * P = P)
    (hD : D.IsHermitian) (ht : D.trace = 0)
    (h : (P + D).PosSemidef ∧ (1 - P - D).PosSemidef) :
    (D * D).trace ≤ 2 * ((1 - P) * D * (1 - P)).trace := by
  have hpos := ((admissible_change hPh hP hD).1.mp h).trace_nonneg
  have hQ : (1 - P) * (1 - P) = 1 - P := by
    linear_combination (norm := noncomm_ring) hP
  have h1 : (P * D * P).trace = (P * D).trace := by rw [Matrix.trace_mul_cycle, hP]
  have h2 : ((1 - P) * D * (1 - P)).trace = ((1 - P) * D).trace := by
    rw [Matrix.trace_mul_cycle, hQ]
  have h3 : ((1 - P) * D).trace = D.trace - (P * D).trace := by
    rw [sub_mul, one_mul, Matrix.trace_sub]
  -- the virtual space gains what the occupied space loses
  have e : (defect P D).trace
      = 2 * ((1 - P) * D * (1 - P)).trace - (D * D).trace := by
    unfold defect
    rw [Matrix.trace_sub, Matrix.trace_sub]
    linear_combination -h2 - h3 - h1 - ht
  rw [e] at hpos
  exact sub_nonneg.mp hpos

/-- Let `P` be a Hermitian idempotent and `D` Hermitian with `PD + DP = D`. If `P + D` and
`1 - P - D` are positive semidefinite, then `D = 0`. -/
theorem tangent_change_eq_zero {P D : Matrix n n ℂ} (hPh : P.IsHermitian) (hP : P * P = P)
    (hD : D.IsHermitian) (hT : P * D + D * P = D)
    (h : (P + D).PosSemidef ∧ (1 - P - D).PosSemidef) : D = 0 := by
  have hpos := ((admissible_change hPh hP hD).1.mp h).trace_nonneg
  -- only the negative term -D² of the defect survives
  have e : defect P D = -(D * D) := by
    rw [defect_eq hP]
    linear_combination (norm := noncomm_ring) -hP - hT
  rw [e, Matrix.trace_neg] at hpos
  have h0 : (D * D).trace = 0 :=
    le_antisymm (neg_nonneg.mp hpos) (square_posSemidef hD).trace_nonneg
  apply Matrix.trace_conjTranspose_mul_self_eq_zero_iff.mp
  rw [hD.eq]
  exact h0

/-- Two orbitals, the first of them occupied. -/
noncomputable def twoLevelP : Matrix (Fin 2) (Fin 2) ℂ := !![1, 0; 0, 0]

/-- A change that moves half a particle to the second orbital and adds a coherence `3/10`. -/
noncomputable def twoLevelD : Matrix (Fin 2) (Fin 2) ℂ := !![-1/2, 3/10; 3/10, 1/2]

/-- The two-orbital pair consists of a Hermitian idempotent and a traceless Hermitian change;
its defect is `4/25` times the identity, and `P + D` and `1 - P - D` are positive
semidefinite. -/
theorem admissible_change_witness :
    twoLevelP.IsHermitian ∧ twoLevelP * twoLevelP = twoLevelP ∧ twoLevelD.IsHermitian ∧
      twoLevelD.trace = 0 ∧ defect twoLevelP twoLevelD = !![4/25, 0; 0, 4/25] ∧
      (twoLevelP + twoLevelD).PosSemidef ∧ (1 - twoLevelP - twoLevelD).PosSemidef := by
  have hPh : twoLevelP.IsHermitian := by
    ext i j
    fin_cases i <;> fin_cases j <;> simp [twoLevelP]
  have hP : twoLevelP * twoLevelP = twoLevelP := by
    ext i j
    fin_cases i <;> fin_cases j <;> simp [twoLevelP, Matrix.mul_apply, Fin.sum_univ_succ]
  have hD : twoLevelD.IsHermitian := by
    ext i j
    fin_cases i <;> fin_cases j <;> simp [twoLevelD]
  have ht : twoLevelD.trace = 0 := by
    norm_num [twoLevelD, Matrix.trace, Fin.sum_univ_succ]
  have hdef : defect twoLevelP twoLevelD = !![4/25, 0; 0, 4/25] := by
    rw [defect_eq hP]
    ext i j
    fin_cases i <;> fin_cases j <;>
      norm_num [twoLevelP, twoLevelD, Matrix.mul_apply, Fin.sum_univ_succ]
  -- the defect is the square of 2/5 times the identity
  have hB : (!![2/5, 0; 0, 2/5] : Matrix (Fin 2) (Fin 2) ℂ).IsHermitian := by
    ext i j
    fin_cases i <;> fin_cases j <;> simp
  have hsq : (!![2/5, 0; 0, 2/5] : Matrix (Fin 2) (Fin 2) ℂ) * !![2/5, 0; 0, 2/5]
      = !![4/25, 0; 0, 4/25] := by
    ext i j
    fin_cases i <;> fin_cases j <;> norm_num [Matrix.mul_apply, Fin.sum_univ_succ]
  have hpos : (defect twoLevelP twoLevelD).PosSemidef := by
    rw [hdef, ← hsq]
    exact square_posSemidef hB
  exact ⟨hPh, hP, hD, ht, hdef, (admissible_change hPh hP hD).1.mpr hpos⟩

end DensityMatrixDefect
```

```lean
#print axioms DensityMatrixDefect.block_bounds
-- 'DensityMatrixDefect.block_bounds' depends on axioms: [propext, Classical.choice, Quot.sound]
#print axioms DensityMatrixDefect.distance_le_promotion
-- 'DensityMatrixDefect.distance_le_promotion' depends on axioms: [propext, Classical.choice, Quot.sound]
#print axioms DensityMatrixDefect.tangent_change_eq_zero
-- 'DensityMatrixDefect.tangent_change_eq_zero' depends on axioms: [propext, Classical.choice, Quot.sound]
```

## From the matrix identities to the Lean proof

`defect_eq` is the first identity: `linear_combination` uses `hP` once, and `noncomm_ring` checks the rest without commuting any matrices. `sandwich` and `square_posSemidef` supply the two positivity facts, about \(BAB\) and \(B^2\) for Hermitian \(B\). `occupation_bounds_iff` then follows the argument above in both directions, with `e`, `e0` and `e1` as its three decompositions; nothing is diagonalised.

In `block_bounds`, the `calc` steps group the factors so that \(PQ\), \(QP\), \(P^2\) and \(Q^2\) become visible and can be replaced. `admissible_change` applies the equivalence to \(\gamma=P+D\), then adds back the compressed squares, which `sub_add_cancel` removes from the inequalities.

Both trace results start from the nonnegative trace of the defect. `distance_le_promotion` uses the cyclic property, `Matrix.trace_mul_cycle`, to reduce \(\operatorname{tr}PDP\) to \(\operatorname{tr}PD\), and likewise for \(Q\). `tangent_change_eq_zero` bounds \(\operatorname{tr}D^2\) from both sides by zero and concludes that \(D=0\), because \(\operatorname{tr}D^\dagger D\) vanishes only for the zero matrix.

`admissible_change_witness` gives a two-orbital change that is allowed. It moves half a particle and adds a coherence of \(3/10\), so that
\[
P+D=\begin{pmatrix}1/2&3/10\\3/10&1/2\end{pmatrix},
\]
with occupations \(4/5\) and \(1/5\). The code computes the defect entry by entry as \(\tfrac{4}{25}\) times the identity, recognises it as the square of \(\tfrac25\) times the identity, and obtains both bounds from the equivalence. Unlike your response matrix, this \(D\) has diagonal blocks, and they outweigh \(D^2\).
